# Periodic States of the Parallel tanh Mean-Field Update with Symmetric Couplings Have Minimal Period 1 or 2

## Sites, fields and the parallel update

Take a finite set of sites. A state \(m\) assigns a real magnetisation \(m_i\) to each site \(i\). The couplings form a real matrix \(J\), the external field is a real function \(h\), and the inverse temperature is absorbed into both. The local field and the parallel update \(F\) are

\[
u_i(m)=\sum_j J_{ij}m_j+h_i,\qquad F(m)_i=\tanh u_i(m).
\]

All sites are updated at once from the old state. A fixed point of \(F\) is a solution of the self-consistency equations \(m_i=\tanh(\sum_j J_{ij}m_j+h_i)\).

Write \(m^0=m\), \(m^{t+1}=F(m^t)\) and \(u^t=u(m^t)\); the superscripts count updates. A state is periodic if \(m^n=m^0\) for some \(n\ge 1\), and the least such \(n\) is its minimal period.

The main hypothesis is \(J_{ij}=J_{ji}\): the influence between two sites is reciprocal, as it is when the couplings come from a pair energy. Their signs are free, and self-couplings \(J_{ii}\) are allowed.

## What is proved about cycles

For symmetric \(J\) and any \(h\), every periodic state has minimal period 1 or 2. When this finite Ising-type mean-field model is solved by synchronous iteration in exact arithmetic, a state that recurs is therefore either a solution or half of a two-cycle. The theorem concerns states that recur exactly; it does not assert that an iteration converges.

Two further results mark the limits of the statement:

- If \(J\) is also positive semidefinite, every periodic state is a fixed point. Physically, no pattern of magnetisation then has a positive interaction energy \(-\tfrac12\sum_{ij}m_iJ_{ij}m_j\).
- On a directed ring of \(N\) sites, where each site feels only its predecessor, there is a state of minimal period exactly \(N\). For \(N\ge3\) these couplings are not symmetric, and the bound fails.

## An energy built from two successive times

**The tangent inequality.** For \(x\neq y\), set \(p_\pm=e^{\pm y}/(2\cosh y)\). These are the Boltzmann weights of a spin in field \(y\), with \(p_++p_-=1\) and \(p_+-p_-=\tanh y\). Strict convexity of the exponential at the distinct points \(\pm(x-y)\) gives

\[
e^{(x-y)\tanh y}<p_+e^{x-y}+p_-e^{-(x-y)}=\frac{\cosh x}{\cosh y}.
\]

Taking logarithms,

\[
\log\cosh x-\log\cosh y-(x-y)\tanh y>0 .
\]

**The energy change.** Define

\[
E(m^t)=\sum_i\Big[(u_i^t-h_i)\,m_i^{t+1}-\log\cosh u_i^t-\log\cosh u_i^{t+1}\Big].
\]

Since \(u_i^t-h_i=\sum_jJ_{ij}m_j^t\), symmetry of \(J\) gives

\[
\sum_i(u_i^1-h_i)m_i^2=\sum_i(u_i^2-h_i)m_i^1 .
\]

In \(E(m^1)-E(m^0)\) the terms \(\log\cosh u_i^1\) cancel, and what remains is

\[
E(m^1)-E(m^0)=-\sum_i\Big[\log\cosh u_i^2-\log\cosh u_i^0-m_i^1(u_i^2-u_i^0)\Big].
\]

Because \(m_i^1=\tanh u_i^0\), each bracket is a tangent gap. It is zero if \(u_i^2=u_i^0\) and positive otherwise. Hence \(E\) never increases. If \(m^3\neq m^1\), the fields \(u^2\) and \(u^0\) differ at some site, and \(E\) strictly decreases.

**Closing the orbit.** Let \(m^n=m^0\) with \(n\ge1\). Then

\[
E(m^0)=E(m^n)\le E(m^1)\le E(m^0),
\]

so the first step cannot lower the energy, and \(m^3=m^1\). Applying \(n-1\) further updates to both sides gives \(m^{n+2}=m^n\), which is \(m^2=m^0\). The minimal period divides 2.

## Excluding two-cycles, and a travelling magnetisation

Let \(J\) be symmetric and positive semidefinite, and let \(m\) be periodic, so that \(m^2=m^0\). Suppose \(d=m^1-m^0\) is not zero. The fields \(u^0\) and \(u^1\) differ somewhere, since otherwise \(m^1=m^2=m^0\). As tanh is strictly increasing,

\[
0<\sum_i(m_i^1-m_i^2)(u_i^0-u_i^1)=-\sum_{i,j}d_iJ_{ij}d_j\le0,
\]

a contradiction. The condition is restrictive: a positive semidefinite matrix with zero diagonal vanishes, so non-zero couplings of this kind need self-coupling.

On the directed ring, the coupling from each site to the next is \(1/\tanh1\). This strength is chosen so that a magnetisation \(\tanh1\) produces unit field on the next site, which then acquires magnetisation \(\tanh1\) itself. A single magnetised site moves one place per update and first returns after \(N\) updates. At \(N=1\) it is a fixed point. At \(N=2\) the ring is symmetric and the state is a genuine two-cycle, so period 2 does occur in the main theorem.

## The Lean file

```lean
import Mathlib

open Finset

namespace ParallelMeanField

noncomputable section

variable {ι : Type*} [Fintype ι]

/-- The local field `∑ⱼ Jᵢⱼ mⱼ + hᵢ` acting on site `i`. -/
def localField (J : Matrix ι ι ℝ) (h m : ι → ℝ) : ι → ℝ :=
  fun i => (∑ j, J i j * m j) + h i

/-- One parallel mean-field update: every site is set to the tanh of its local field. -/
def step (J : Matrix ι ι ℝ) (h m : ι → ℝ) : ι → ℝ :=
  fun i => Real.tanh (localField J h m i)

/-- The two-time energy of a state, built from its local fields and those of its update. -/
def pairEnergy (J : Matrix ι ι ℝ) (h m : ι → ℝ) : ℝ :=
  ∑ i, ((localField J h m i - h i) * step J h m i
    - Real.log (Real.cosh (localField J h m i))
    - Real.log (Real.cosh (localField J h (step J h m) i)))

/-- The single-spin function `log cosh` lies strictly above each of its tangent lines
away from the point of contact. -/
theorem log_cosh_tangent {x y : ℝ} (hxy : x ≠ y) :
    Real.tanh y * (x - y) < Real.log (Real.cosh x) - Real.log (Real.cosh y) := by
  have hy := Real.cosh_pos y
  have h2 : 0 < 2 * Real.cosh y := mul_pos two_pos hy
  have hc : Real.exp y + Real.exp (-y) = 2 * Real.cosh y := by
    rw [Real.cosh_eq]; ring
  have hab : Real.exp y / (2 * Real.cosh y) + Real.exp (-y) / (2 * Real.cosh y) = 1 := by
    rw [← add_div, hc, div_self h2.ne']
  have hne : x - y ≠ -(x - y) := fun h => hxy (by linarith)
  -- strict Jensen inequality for exp, with the Boltzmann weights of a spin in field y
  have hs := strictConvexOn_exp.2 (Set.mem_univ (x - y)) (Set.mem_univ (-(x - y))) hne
    (div_pos (Real.exp_pos y) h2) (div_pos (Real.exp_pos (-y)) h2) hab
  simp only [smul_eq_mul] at hs
  have e1 : Real.exp y / (2 * Real.cosh y) * (x - y)
      + Real.exp (-y) / (2 * Real.cosh y) * (-(x - y)) = Real.tanh y * (x - y) := by
    rw [Real.tanh_eq_sinh_div_cosh, Real.sinh_eq]; ring
  have p1 : Real.exp y * Real.exp (x - y) = Real.exp x := by
    rw [← Real.exp_add]; congr 1; ring
  have p2 : Real.exp (-y) * Real.exp (-(x - y)) = Real.exp (-x) := by
    rw [← Real.exp_add]; congr 1; ring
  have e2 : Real.exp y / (2 * Real.cosh y) * Real.exp (x - y)
      + Real.exp (-y) / (2 * Real.cosh y) * Real.exp (-(x - y))
      = Real.cosh x / Real.cosh y := by
    rw [Real.cosh_eq x]
    linear_combination (1 / (2 * Real.cosh y)) * p1 + (1 / (2 * Real.cosh y)) * p2
  rw [e1, e2] at hs
  have hl := Real.log_lt_log (Real.exp_pos _) hs
  rw [Real.log_exp, Real.log_div (Real.cosh_pos x).ne' hy.ne'] at hl
  exact hl

/-- For symmetric couplings, one update changes the two-time energy by minus the summed
tangent gaps of `log cosh` between the local fields two steps apart. -/
theorem pairEnergy_step {J : Matrix ι ι ℝ} (hJ : J.IsSymm) (h m : ι → ℝ) :
    pairEnergy J h (step J h m) - pairEnergy J h m
      = -∑ i, (Real.log (Real.cosh (localField J h (step J h (step J h m)) i))
          - Real.log (Real.cosh (localField J h m i))
          - step J h m i * (localField J h (step J h (step J h m)) i
            - localField J h m i)) := by
  -- symmetry of J exchanges the two times in the interaction term
  have exch : ∀ a b : ι → ℝ, ∑ i, (localField J h a i - h i) * b i
      = ∑ i, (localField J h b i - h i) * a i := by
    intro a b
    simp only [localField, add_sub_cancel_right, Finset.sum_mul]
    rw [Finset.sum_comm]
    refine Finset.sum_congr rfl fun j _ => Finset.sum_congr rfl fun i _ => ?_
    rw [hJ.apply i j]; ring
  have hs := exch (step J h m) (step J h (step J h m))
  rw [← sub_eq_zero] at hs
  rw [eq_neg_iff_add_eq_zero, ← hs]
  unfold pairEnergy
  simp only [← Finset.sum_sub_distrib, ← Finset.sum_add_distrib]
  refine Finset.sum_congr rfl fun i _ => ?_
  ring

/-- For symmetric couplings the two-time energy never increases, and it strictly decreases
unless the states after one and after three updates coincide. -/
theorem pairEnergy_descent {J : Matrix ι ι ℝ} (hJ : J.IsSymm) (h m : ι → ℝ) :
    pairEnergy J h (step J h m) ≤ pairEnergy J h m ∧
    (step J h (step J h (step J h m)) ≠ step J h m →
      pairEnergy J h (step J h m) < pairEnergy J h m) := by
  have hd := pairEnergy_step hJ h m
  have gap : ∀ i ∈ (Finset.univ : Finset ι),
      0 ≤ Real.log (Real.cosh (localField J h (step J h (step J h m)) i))
          - Real.log (Real.cosh (localField J h m i))
          - step J h m i * (localField J h (step J h (step J h m)) i
            - localField J h m i) := by
    intro i _
    by_cases hi : localField J h (step J h (step J h m)) i = localField J h m i
    · rw [hi]; simp
    · exact (sub_pos.2 (log_cosh_tangent hi)).le
  refine ⟨by linarith [Finset.sum_nonneg gap], fun hne => ?_⟩
  obtain ⟨i, hi⟩ : ∃ i, localField J h (step J h (step J h m)) i ≠ localField J h m i := by
    by_contra hc
    exact hne (funext fun i =>
      congrArg Real.tanh (by_contra fun hi => hc ⟨i, hi⟩))
  have hp := Finset.sum_pos' gap ⟨i, Finset.mem_univ i, sub_pos.2 (log_cosh_tangent hi)⟩
  linarith

/-- For symmetric couplings, a state that recurs after some positive number of parallel
updates already recurs after two. -/
theorem returns_after_two {J : Matrix ι ι ℝ} (hJ : J.IsSymm) (h m : ι → ℝ) {n : ℕ}
    (hn : 0 < n) (hm : (step J h)^[n] m = m) : step J h (step J h m) = m := by
  cases n with
  | zero => exact absurd hn (lt_irrefl 0)
  | succ k =>
    have hm' : (step J h)^[k] (step J h m) = m := hm
    have mono : ∀ (l : ℕ) (x : ι → ℝ),
        pairEnergy J h ((step J h)^[l] x) ≤ pairEnergy J h x := by
      intro l
      induction l with
      | zero => intro x; exact le_rfl
      | succ l ih => intro x; exact (ih (step J h x)).trans (pairEnergy_descent hJ h x).1
    -- the energy cannot drop on a closed orbit
    have h3 : step J h (step J h (step J h m)) = step J h m := by
      by_contra hne
      have h1 := (pairEnergy_descent hJ h m).2 hne
      have h2 := mono k (step J h m)
      rw [hm'] at h2
      linarith
    have comm : ∀ y, (step J h)^[k] (step J h y) = step J h ((step J h)^[k] y) :=
      fun y => Function.iterate_succ_apply' (step J h) k y
    -- follow the orbit round to remove the extra step
    calc step J h (step J h m)
        = step J h (step J h ((step J h)^[k] (step J h m))) := by rw [hm']
      _ = (step J h)^[k] (step J h (step J h (step J h m))) := by
          rw [comm (step J h (step J h m)), comm (step J h m)]
      _ = (step J h)^[k] (step J h m) := by rw [h3]
      _ = m := hm'

/-- For symmetric couplings and any field, every periodic orbit of the parallel mean-field
update has minimal period 1 or 2. -/
theorem minimalPeriod_eq_one_or_two {J : Matrix ι ι ℝ} (hJ : J.IsSymm) (h m : ι → ℝ)
    (hm : m ∈ Function.periodicPts (step J h)) :
    Function.minimalPeriod (step J h) m = 1 ∨ Function.minimalPeriod (step J h) m = 2 := by
  obtain ⟨n, hn, hp⟩ := hm
  have h2 : Function.IsPeriodicPt (step J h) 2 m := returns_after_two hJ h m hn hp
  exact (Nat.dvd_prime Nat.prime_two).1 h2.minimalPeriod_dvd

/-- If the symmetric coupling matrix is positive semidefinite, every periodic state of the
parallel update solves the self-consistency equations. -/
theorem periodic_is_fixed_of_posSemidef {J : Matrix ι ι ℝ} (hJ : J.IsSymm)
    (hpos : ∀ x : ι → ℝ, 0 ≤ ∑ i, ∑ j, x i * J i j * x j) (h m : ι → ℝ)
    (hm : m ∈ Function.periodicPts (step J h)) : step J h m = m := by
  obtain ⟨n, hn, hp⟩ := hm
  have hT := returns_after_two hJ h m hn hp
  by_contra hne
  have mono : ∀ x y : ℝ, x ≠ y → 0 < (Real.tanh x - Real.tanh y) * (x - y) := by
    intro x y hxy
    nlinarith [log_cosh_tangent hxy, log_cosh_tangent hxy.symm]
  obtain ⟨i, hi⟩ : ∃ i, localField J h m i ≠ localField J h (step J h m) i := by
    by_contra hc
    have e : step J h m = step J h (step J h m) := funext fun i =>
      congrArg Real.tanh (by_contra fun hi => hc ⟨i, hi⟩)
    exact hne (e.trans hT)
  -- monotonicity of tanh makes this sum positive, the couplings make it nonpositive
  have hS : 0 < ∑ i, (step J h m i - step J h (step J h m) i)
      * (localField J h m i - localField J h (step J h m) i) := by
    refine Finset.sum_pos' (fun j _ => ?_) ⟨i, Finset.mem_univ i, mono _ _ hi⟩
    by_cases hj : localField J h m j = localField J h (step J h m) j
    · rw [hj]; simp
    · exact (mono _ _ hj).le
  have hq : 0 ≤ ∑ i, ∑ j, (step J h m i - m i) * J i j * (step J h m j - m j) :=
    hpos (fun i => step J h m i - m i)
  have hE : ∑ i, (step J h m i - step J h (step J h m) i)
      * (localField J h m i - localField J h (step J h m) i)
      = -∑ i, ∑ j, (step J h m i - m i) * J i j * (step J h m j - m j) := by
    rw [hT, ← Finset.sum_neg_distrib]
    refine Finset.sum_congr rfl fun i _ => ?_
    have hu : localField J h m i - localField J h (step J h m) i
        = -∑ j, J i j * (step J h m j - m j) := by
      simp only [localField, mul_sub, Finset.sum_sub_distrib]; ring
    rw [hu, mul_neg, Finset.mul_sum]
    congr 1
    exact Finset.sum_congr rfl fun j _ => by ring
  linarith

/-- Directed ring of `N` sites: each site feels only its predecessor, with strength
`1 / tanh 1`. -/
def directedRing (N : ℕ) : Matrix (ZMod N) (ZMod N) ℝ :=
  fun i j => if i = j + 1 then 1 / Real.tanh 1 else 0

/-- On the directed ring of `N` sites without field, the state with magnetisation `tanh 1`
on one site and zero elsewhere has minimal period exactly `N`. -/
theorem directedRing_minimalPeriod (N : ℕ) [NeZero N] :
    Function.minimalPeriod (step (directedRing N) 0)
      (Pi.single (0 : ZMod N) (Real.tanh 1)) = N := by
  have ht : Real.tanh 1 ≠ 0 := by
    rw [Real.tanh_eq_sinh_div_cosh]
    exact (div_pos (Real.sinh_pos_iff.2 one_pos) (Real.cosh_pos 1)).ne'
  -- one update moves the magnetised site one place along the ring
  have move : ∀ k : ZMod N, step (directedRing N) 0 (Pi.single k (Real.tanh 1))
      = Pi.single (k + 1) (Real.tanh 1) := by
    intro k
    funext i
    have hf : localField (directedRing N) 0 (Pi.single k (Real.tanh 1)) i
        = if i = k + 1 then 1 else 0 := by
      unfold localField directedRing
      rw [Finset.sum_eq_single k]
      · by_cases hi : i = k + 1 <;> simp [hi, ht]
      · intro j _ hj
        simp [hj]
      · simp
    unfold step
    rw [hf]
    by_cases hi : i = k + 1 <;> simp [hi]
  have iter : ∀ n : ℕ, (step (directedRing N) 0)^[n] (Pi.single (0 : ZMod N) (Real.tanh 1))
      = Pi.single (n : ZMod N) (Real.tanh 1) := by
    intro n
    induction n with
    | zero => simp
    | succ n ih => rw [Function.iterate_succ_apply', ih, move, Nat.cast_succ]
  have key : ∀ n : ℕ, (step (directedRing N) 0)^[n] (Pi.single (0 : ZMod N) (Real.tanh 1))
      = Pi.single (0 : ZMod N) (Real.tanh 1) → N ∣ n := by
    intro n hn
    rw [iter] at hn
    rw [← CharP.cast_eq_zero_iff (ZMod N) N n]
    by_contra h0
    have he := congrFun hn (n : ZMod N)
    rw [Pi.single_eq_same, Pi.single_eq_of_ne h0] at he
    exact ht he
  apply Nat.dvd_antisymm
  · apply Function.IsPeriodicPt.minimalPeriod_dvd
    show (step (directedRing N) 0)^[N] _ = _
    rw [iter, CharP.cast_eq_zero]
  · exact key _ Function.iterate_minimalPeriod

end

end ParallelMeanField
```

```lean
#print axioms ParallelMeanField.minimalPeriod_eq_one_or_two
-- 'ParallelMeanField.minimalPeriod_eq_one_or_two' depends on axioms: [propext, Classical.choice, Quot.sound]
#print axioms ParallelMeanField.periodic_is_fixed_of_posSemidef
-- 'ParallelMeanField.periodic_is_fixed_of_posSemidef' depends on axioms: [propext, Classical.choice, Quot.sound]
#print axioms ParallelMeanField.directedRing_minimalPeriod
-- 'ParallelMeanField.directedRing_minimalPeriod' depends on axioms: [propext, Classical.choice, Quot.sound]
```

## How the Lean statements express the physics

The sites are a finite type `ι`, states are functions `ι → ℝ`, and `localField`, `step` and `pairEnergy` are \(u\), \(F\) and \(E\). The definitions do not confine states to \([-1,1]\), but a periodic state is itself an output of the update, so its values lie strictly between \(-1\) and \(1\). Symmetry is `J.IsSymm`.

In `minimalPeriod_eq_one_or_two`, the hypothesis `m ∈ Function.periodicPts (step J h)` says that some positive number of updates returns `m` to itself. It is needed because Mathlib assigns `Function.minimalPeriod` the value 0 at a state that never recurs.

Positive semidefiniteness enters `periodic_is_fixed_of_posSemidef` as the explicit inequality `hpos` for the quadratic form. The ring's sites are `ZMod N`, integers modulo \(N\), with \(N\) non-zero, and `Pi.single` is the state with one magnetised site.

## From the tangent gap to the period

`log_cosh_tangent` proves the tangent inequality. Its equations `e1` and `e2` identify the weighted mean of the exponents and the weighted mean of the exponentials, and `Real.log_lt_log` takes the logarithm.

`pairEnergy_step` is the energy identity. Its local statement `exch` uses symmetry to exchange the two times in the interaction term; the remaining algebra is checked site by site with `ring`.

`pairEnergy_descent` splits each site into equal and unequal fields. The gaps are non-negative, and `Finset.sum_pos'` needs only one positive gap to make their sum positive.

`returns_after_two` writes the recurrence time as \(n=k+1\). The induction `mono` says that any number of updates leaves the energy no higher, which yields `h3`, the equation \(m^3=m^1\). The `calc` block then applies the remaining \(k\) updates to reach \(m^2=m^0\). For the main theorem, `minimalPeriod_dvd` turns this into divisibility of 2, and primality leaves the values 1 and 2.

In the semidefinite case, adding the tangent inequality to its copy with \(x\) and \(y\) exchanged gives strict monotonicity of tanh. The equation `hE` rewrites the positive sum as minus the quadratic form.

For the ring, `move` computes one update and `iter` repeats it. The minimal period and \(N\) are then shown to divide each other.

## Strict convexity as a function call

The proof turns on `strictConvexOn_exp`. In Mathlib, strict convexity is a pair: the domain is convex, and the strict Jensen inequality holds on it. The projection `.2` selects the inequality, which behaves as a function. It takes two points of the domain, a proof that they differ, and two positive weights summing to one.

Supplying the Boltzmann weights gives the tangent inequality without differentiating \(\log\cosh\). The argument `hne`, which says that \(x-y\) and \(-(x-y)\) differ, is where \(x\neq y\) enters. The resulting strictness is what forces \(m^3=m^1\) on a closed orbit; a weak inequality would show only that the energy does not rise.
